# For each transfer j ≥ 1, the parity-favoured Fano–Dill asymmetry fills [−1, 2] as its two amplitudes vary

Let linearly polarised light eject a photoelectron from a randomly oriented target, in the electric-dipole approximation and with a single parity-favoured angular momentum transfer $j\ge 1$. Let $S$ and $T$ be the complex amplitudes, not both zero, of the partial waves $\ell=j+1$ and $\ell=j-1$, with their relative sign convention fixed by the formula for $\beta$ below. If these amplitudes may take any such values, the asymmetry parameter $\beta$ takes every value from $-1$ to $2$ and no others. The lower endpoint is reached exactly when $\sqrt{j+1}\,S=\sqrt{j}\,T$, and the upper exactly when $\sqrt{j}\,S=-\sqrt{j+1}\,T$. At either endpoint both amplitudes are nonzero.

## Two partial waves for one transfer

A randomly oriented target absorbs one linearly polarised photon in the electric-dipole approximation. The number of photoelectrons emitted per unit solid angle, at an angle $\theta$ to the polarisation axis, is proportional to

$$1+\beta P_2(\cos\theta),\qquad P_2(c)=\frac{3c^2-1}{2}.$$

Fano and Dill sort the process by the angular momentum transfer, the vector difference between the photon's angular momentum and the photoelectron's orbital angular momentum, with quantum number $j$. The photon carries one unit, so for $j\ge1$ the electron's orbital momentum $\ell$ is $j-1$, $j$ or $j+1$, while for $j=0$ it can only be $1$. Parity separates these cases. In an unfavoured transfer only $\ell=j$ occurs, and $\beta=-1$ whatever the dynamics. In a favoured transfer with $j\ge1$, $\ell=j+1$ and $\ell=j-1$ are both allowed, with amplitudes $S$ and $T$ respectively, and they interfere:

$$\beta=\frac{(j+2)|S|^2+(j-1)|T|^2-6\sqrt{j(j+1)}\,\mathrm{Re}(S\overline{T})}{D},$$

$$D=(2j+1)\left(|S|^2+|T|^2\right).$$

For photoelectron spectroscopy this means that, in the dipole model with a single transfer and unrestricted amplitudes, a value of $-1$ does not by itself identify the transfer as unfavoured.

## The asymmetry as a function of j, S and T

In the Lean file, `asymmetry j S T` is the quotient above and `strength j S T` is its denominator $D$. The transfer `j` is a natural number, converted to a real where needed. The amplitudes are complex numbers, `‖S‖` is the modulus, and `(S * conj T).re` is the interference term. Scattering phases are contained in $S$ and $T$. The minus sign before the interference term fixes their relative sign convention: replacing $T$ by $-T$ would exchange the signs in the two endpoint conditions.

The hypothesis `S ≠ 0 ∨ T ≠ 0` says that some emission takes place. Without it the quotient would be $0/0$, which Lean evaluates as $0$, and the endpoint conditions would fail.

The main statements read as follows.

- `asymmetry_bounds` gives $-1\le\beta\le 2$ and the exact condition for each endpoint.
- `asymmetry_range` says that the set of attainable values is the closed interval `Set.Icc (-1) 2`.
- `endpoints_attained` supplies explicit amplitudes for both endpoints.
- `endpoints_need_interference` says that for $j\ge 1$ either endpoint requires $S\ne 0$ and $T\ne 0$.
- `angular_distribution` splits the emission pattern into two parts. Its variable `c` is any real number; physically it is $\cos\theta$.

The Fano–Dill formula enters as a definition and is not derived from dipole matrix elements. The unfavoured value $-1$ is likewise taken from the theory, as the file defines no unfavoured case. Nor does the file say which amplitudes a particular atom or molecule produces, or treat the average over several transfers or unresolved final states that a measurement may contain.

All the main statements except `endpoints_need_interference` also admit $j=0$, where the formula still accepts a nonzero $T$. Physically there is no $\ell=-1$ wave, so only $S$ remains, and `zero_transfer` gives $\beta=2$ for that case.

## Amplitudes for emission along and across the polarisation

Introduce two combinations of the amplitudes:

$$U=\sqrt{j+1}\,S-\sqrt{j}\,T,\qquad V=\sqrt{j}\,S+\sqrt{j+1}\,T.$$

Expanding the squared moduli gives

$$|U|^2=(j+1)|S|^2+j|T|^2-2\sqrt{j(j+1)}\,\mathrm{Re}(S\overline{T}),$$

$$|V|^2=j|S|^2+(j+1)|T|^2+2\sqrt{j(j+1)}\,\mathrm{Re}(S\overline{T}).$$

Now add $D$ to the numerator of $\beta$. The coefficient of $|S|^2$ becomes $(j+2)+(2j+1)=3(j+1)$, and that of $|T|^2$ becomes $(j-1)+(2j+1)=3j$. The result is $3|U|^2$. Subtracting the numerator from $2D$ leaves the coefficients $3j$ and $3(j+1)$ and reverses the interference term, which gives $3|V|^2$. Since $D>0$,

$$\beta+1=\frac{3|U|^2}{D},\qquad 2-\beta=\frac{3|V|^2}{D}.$$

Both right-hand sides are nonnegative, so $-1\le\beta\le2$. The lower bound is reached exactly when $U=0$ and the upper exactly when $V=0$.

The same identities give the angular pattern. With $c=\cos\theta$,

$$1+\beta P_2(c)=(1+\beta)c^2+\frac{2-\beta}{2}(1-c^2)=\frac{3|U|^2c^2+\tfrac32|V|^2(1-c^2)}{D}.$$

Thus $U$ governs a $\cos^2\theta$ pattern along the polarisation and $V$ a $\sin^2\theta$ pattern across it. At $\beta=-1$ the first is extinguished, and at $\beta=2$ the second is.

## Choosing amplitudes for a prescribed asymmetry

Take any $b$ in $[-1,2]$ and set $u=\sqrt{1+b}$ and $v=\sqrt{2-b}$, so that $u^2+v^2=3$. Choose

$$S=\sqrt{j+1}\,u+\sqrt{j}\,v,\qquad T=\sqrt{j+1}\,v-\sqrt{j}\,u.$$

The cross terms cancel in $U$, leaving $U=(2j+1)u$. They also cancel in

$$|S|^2+|T|^2=(2j+1)(u^2+v^2)=3(2j+1),$$

so the amplitudes are not both zero and $D=3(2j+1)^2$. Therefore

$$\beta+1=\frac{3(2j+1)^2u^2}{3(2j+1)^2}=u^2=1+b,$$

and $\beta=b$. Dividing both amplitudes by $\sqrt{3(2j+1)}$ normalises them without changing $\beta$.

For the endpoints, simple normalised choices are

$$\beta=-1:\quad S=\sqrt{\frac{j}{2j+1}},\quad T=\sqrt{\frac{j+1}{2j+1}},$$

$$\beta=2:\quad S=\sqrt{\frac{j+1}{2j+1}},\quad T=-\sqrt{\frac{j}{2j+1}}.$$

The file uses the same pairs without the common factor $1/\sqrt{2j+1}$.

When $j\ge1$, both coefficients in each endpoint condition are nonzero. If one amplitude vanished, the condition would force the other to vanish too, contrary to hypothesis. A single channel therefore stays away from the endpoints: $S$ alone gives $\beta=(j+2)/(2j+1)$, and $T$ alone gives $\beta=(j-1)/(2j+1)$.

## The complete Lean file

```lean
import Mathlib

open ComplexConjugate

namespace FanoDillFavoured

noncomputable section

/-- The total strength `(2j+1)(|S|² + |T|²)` of a parity-favoured transfer `j`
with amplitudes `S` and `T`. -/
def strength (j : ℕ) (S T : ℂ) : ℝ :=
  (2 * (j : ℝ) + 1) * (‖S‖ ^ 2 + ‖T‖ ^ 2)

/-- The Fano-Dill asymmetry parameter of a parity-favoured angular momentum transfer `j`,
for amplitudes `S` and `T` that are not both zero. -/
def asymmetry (j : ℕ) (S T : ℂ) : ℝ :=
  (((j : ℝ) + 2) * ‖S‖ ^ 2 + ((j : ℝ) - 1) * ‖T‖ ^ 2
    - 6 * Real.sqrt ((j : ℝ) * ((j : ℝ) + 1)) * (S * conj T).re) / strength j S T

/-- The combination `√(j+1) S - √j T` of the two amplitudes. -/
def parallelAmp (j : ℕ) (S T : ℂ) : ℂ :=
  (Real.sqrt ((j : ℝ) + 1) : ℂ) * S - (Real.sqrt (j : ℝ) : ℂ) * T

/-- The combination `√j S + √(j+1) T` of the two amplitudes. -/
def perpAmp (j : ℕ) (S T : ℂ) : ℂ :=
  (Real.sqrt (j : ℝ) : ℂ) * S + (Real.sqrt ((j : ℝ) + 1) : ℂ) * T

/-- The squared moduli of the two combinations, written out with their interference terms,
which have opposite signs. -/
theorem normSq_amps (j : ℕ) (S T : ℂ) :
    ‖parallelAmp j S T‖ ^ 2 = ((j : ℝ) + 1) * ‖S‖ ^ 2 + (j : ℝ) * ‖T‖ ^ 2
      - 2 * Real.sqrt ((j : ℝ) * ((j : ℝ) + 1)) * (S * conj T).re ∧
    ‖perpAmp j S T‖ ^ 2 = (j : ℝ) * ‖S‖ ^ 2 + ((j : ℝ) + 1) * ‖T‖ ^ 2
      + 2 * Real.sqrt ((j : ℝ) * ((j : ℝ) + 1)) * (S * conj T).re := by
  have ha : Real.sqrt (j : ℝ) ^ 2 = (j : ℝ) := Real.sq_sqrt (by positivity)
  have hb : Real.sqrt ((j : ℝ) + 1) ^ 2 = (j : ℝ) + 1 := Real.sq_sqrt (by positivity)
  rw [Real.sqrt_mul (Nat.cast_nonneg j)]
  simp only [parallelAmp, perpAmp, Complex.sq_norm, Complex.normSq_apply, Complex.sub_re,
    Complex.sub_im, Complex.add_re, Complex.add_im, Complex.mul_re, Complex.mul_im,
    Complex.ofReal_re, Complex.ofReal_im, Complex.conj_re, Complex.conj_im]
  constructor
  · linear_combination (S.re ^ 2 + S.im ^ 2) * hb + (T.re ^ 2 + T.im ^ 2) * ha
  · linear_combination (S.re ^ 2 + S.im ^ 2) * ha + (T.re ^ 2 + T.im ^ 2) * hb

/-- The strength is positive when the amplitudes are not both zero. -/
theorem strength_pos (j : ℕ) {S T : ℂ} (h : S ≠ 0 ∨ T ≠ 0) : 0 < strength j S T := by
  unfold strength
  rcases h with h | h
  · have := norm_pos_iff.2 h
    positivity
  · have := norm_pos_iff.2 h
    positivity

/-- For amplitudes not both zero, the distances of the asymmetry from `-1` and from `2` are
three times the squared moduli of the two combinations, divided by the strength. -/
theorem asymmetry_gaps (j : ℕ) {S T : ℂ} (h : S ≠ 0 ∨ T ≠ 0) :
    asymmetry j S T + 1 = 3 * ‖parallelAmp j S T‖ ^ 2 / strength j S T ∧
    2 - asymmetry j S T = 3 * ‖perpAmp j S T‖ ^ 2 / strength j S T := by
  have hD := (strength_pos j h).ne'
  obtain ⟨hU, hV⟩ := normSq_amps j S T
  unfold asymmetry
  constructor
  · rw [eq_div_iff hD, add_mul, div_mul_cancel₀ _ hD, hU]
    unfold strength
    ring
  · rw [eq_div_iff hD, sub_mul, div_mul_cancel₀ _ hD, hV]
    unfold strength
    ring

/-- For amplitudes not both zero, the angular distribution `1 + β P₂(c)`, with `c` the cosine
of the emission angle, is a `c²` pattern plus a `1 - c²` pattern, each weighted by the squared
modulus of one combination of the amplitudes. -/
theorem angular_distribution (j : ℕ) {S T : ℂ} (h : S ≠ 0 ∨ T ≠ 0) (c : ℝ) :
    1 + asymmetry j S T * ((3 * c ^ 2 - 1) / 2) =
      (3 * ‖parallelAmp j S T‖ ^ 2 * c ^ 2
        + 3 / 2 * ‖perpAmp j S T‖ ^ 2 * (1 - c ^ 2)) / strength j S T := by
  obtain ⟨h1, h2⟩ := asymmetry_gaps j h
  linear_combination c ^ 2 * h1 + (1 - c ^ 2) / 2 * h2

/-- For amplitudes not both zero, the favoured asymmetry lies between `-1` and `2`; it is `-1`
exactly when `√(j+1) S = √j T`, and `2` exactly when `√j S = -√(j+1) T`. -/
theorem asymmetry_bounds (j : ℕ) {S T : ℂ} (h : S ≠ 0 ∨ T ≠ 0) :
    -1 ≤ asymmetry j S T ∧ asymmetry j S T ≤ 2 ∧
    (asymmetry j S T = -1 ↔
      (Real.sqrt ((j : ℝ) + 1) : ℂ) * S = (Real.sqrt (j : ℝ) : ℂ) * T) ∧
    (asymmetry j S T = 2 ↔
      (Real.sqrt (j : ℝ) : ℂ) * S = -(Real.sqrt ((j : ℝ) + 1) : ℂ) * T) := by
  have hD := strength_pos j h
  obtain ⟨h1, h2⟩ := asymmetry_gaps j h
  have p1 : 0 ≤ 3 * ‖parallelAmp j S T‖ ^ 2 / strength j S T :=
    div_nonneg (by positivity) hD.le
  have p2 : 0 ≤ 3 * ‖perpAmp j S T‖ ^ 2 / strength j S T :=
    div_nonneg (by positivity) hD.le
  -- a gap closes exactly when its amplitude vanishes
  have z : ∀ w : ℂ, 3 * ‖w‖ ^ 2 / strength j S T = 0 ↔ w = 0 := by
    intro w
    constructor
    · intro hw
      have h3 := (div_eq_zero_iff.1 hw).resolve_right hD.ne'
      have h4 : ‖w‖ ^ 2 = 0 := by linarith
      exact norm_eq_zero.1 (pow_eq_zero_iff two_ne_zero |>.1 h4)
    · intro hw
      simp [hw]
  refine ⟨by linarith, by linarith, ?_, ?_⟩
  · rw [← sub_eq_zero (a := (Real.sqrt ((j : ℝ) + 1) : ℂ) * S)]
    change _ ↔ parallelAmp j S T = 0
    rw [← z, ← h1]
    constructor <;> intro e <;> linarith
  · rw [neg_mul, ← add_eq_zero_iff_eq_neg]
    change _ ↔ perpAmp j S T = 0
    rw [← z, ← h2]
    constructor <;> intro e <;> linarith

/-- For every natural number `j`, the values of the formula `asymmetry j S T`, for complex `S` and
`T` that are not both zero, fill exactly the closed interval from `-1` to `2`. At `j = 0` this
allows a nonzero `T`, which belongs to no physical channel. -/
theorem asymmetry_range (j : ℕ) :
    {b : ℝ | ∃ S T : ℂ, (S ≠ 0 ∨ T ≠ 0) ∧ asymmetry j S T = b} = Set.Icc (-1) 2 := by
  ext b
  constructor
  · rintro ⟨S, T, h, rfl⟩
    exact ⟨(asymmetry_bounds j h).1, (asymmetry_bounds j h).2.1⟩
  rintro ⟨hb1, hb2⟩
  have ha : Real.sqrt (j : ℝ) ^ 2 = (j : ℝ) := Real.sq_sqrt (by positivity)
  have hc : Real.sqrt ((j : ℝ) + 1) ^ 2 = (j : ℝ) + 1 := Real.sq_sqrt (by positivity)
  have hu : Real.sqrt (1 + b) ^ 2 = 1 + b := Real.sq_sqrt (by linarith)
  have hv : Real.sqrt (2 - b) ^ 2 = 2 - b := Real.sq_sqrt (by linarith)
  set p := Real.sqrt (j : ℝ) with hp
  set q := Real.sqrt ((j : ℝ) + 1) with hq
  set u := Real.sqrt (1 + b)
  set v := Real.sqrt (2 - b)
  -- rotate the wanted pair (u, v) back to the amplitudes S and T
  have hsum : ‖((q * u + p * v : ℝ) : ℂ)‖ ^ 2 + ‖((q * v - p * u : ℝ) : ℂ)‖ ^ 2
      = 3 * (2 * (j : ℝ) + 1) := by
    simp only [Complex.norm_real, Real.norm_eq_abs, sq_abs]
    linear_combination (u ^ 2 + v ^ 2) * (ha + hc) + (2 * (j : ℝ) + 1) * (hu + hv)
  have h : ((q * u + p * v : ℝ) : ℂ) ≠ 0 ∨ ((q * v - p * u : ℝ) : ℂ) ≠ 0 := by
    by_contra hn
    rw [not_or, not_not, not_not] at hn
    rw [hn.1, hn.2, norm_zero] at hsum
    have : (0 : ℝ) ≤ (j : ℝ) := Nat.cast_nonneg j
    linarith
  refine ⟨_, _, h, ?_⟩
  have hU : parallelAmp j ((q * u + p * v : ℝ) : ℂ) ((q * v - p * u : ℝ) : ℂ)
      = (((2 * (j : ℝ) + 1) * u : ℝ) : ℂ) := by
    unfold parallelAmp
    rw [← hp, ← hq, ← Complex.ofReal_mul, ← Complex.ofReal_mul, ← Complex.ofReal_sub]
    congr 1
    linear_combination u * hc + u * ha
  have h1 := (asymmetry_gaps j h).1
  rw [hU, Complex.norm_real, Real.norm_eq_abs, sq_abs, strength, hsum] at h1
  have h2 : 3 * ((2 * (j : ℝ) + 1) * u) ^ 2 / ((2 * (j : ℝ) + 1) * (3 * (2 * (j : ℝ) + 1)))
      = u ^ 2 := by
    rw [div_eq_iff (by positivity)]
    ring
  linarith

/-- Explicit arguments at which the asymmetry formula takes its endpoint values: `S = √j`,
`T = √(j+1)` gives `-1`, and `S = √(j+1)`, `T = -√j` gives `2`. At `j = 0` the first pair has a
nonzero `T`, which belongs to no physical channel. -/
theorem endpoints_attained (j : ℕ) :
    asymmetry j (Real.sqrt (j : ℝ)) (Real.sqrt ((j : ℝ) + 1)) = -1 ∧
    asymmetry j (Real.sqrt ((j : ℝ) + 1)) (-(Real.sqrt (j : ℝ) : ℂ)) = 2 := by
  have hq : (Real.sqrt ((j : ℝ) + 1) : ℂ) ≠ 0 :=
    Complex.ofReal_ne_zero.2 (Real.sqrt_pos.2 (by positivity)).ne'
  exact ⟨(asymmetry_bounds j (Or.inr hq)).2.2.1.2 (by ring),
    (asymmetry_bounds j (Or.inl hq)).2.2.2.2 (by ring)⟩

/-- For `j ≥ 1` and amplitudes not both zero, an asymmetry of `-1` or `2` requires both
amplitudes to be nonzero. -/
theorem endpoints_need_interference {j : ℕ} (hj : 1 ≤ j) {S T : ℂ} (h : S ≠ 0 ∨ T ≠ 0)
    (hβ : asymmetry j S T = -1 ∨ asymmetry j S T = 2) : S ≠ 0 ∧ T ≠ 0 := by
  have hj' : (0 : ℝ) < (j : ℝ) := Nat.cast_pos.2 hj
  have hp : (Real.sqrt (j : ℝ) : ℂ) ≠ 0 :=
    Complex.ofReal_ne_zero.2 (Real.sqrt_pos.2 hj').ne'
  have hq : (Real.sqrt ((j : ℝ) + 1) : ℂ) ≠ 0 :=
    Complex.ofReal_ne_zero.2 (Real.sqrt_pos.2 (by positivity)).ne'
  -- proportional amplitudes vanish together
  have key : ∀ x y : ℂ, x ≠ 0 → y ≠ 0 → x * S = y * T → S ≠ 0 ∧ T ≠ 0 := by
    intro x y hx hy e
    constructor
    · intro hS
      rw [hS, mul_zero] at e
      have hT := (mul_eq_zero.1 e.symm).resolve_left hy
      exact h.elim (fun k => k hS) (fun k => k hT)
    · intro hT
      rw [hT, mul_zero] at e
      have hS := (mul_eq_zero.1 e).resolve_left hx
      exact h.elim (fun k => k hS) (fun k => k hT)
  rcases hβ with e | e
  · exact key _ _ hq hp ((asymmetry_bounds j h).2.2.1.1 e)
  · exact key _ _ hp (neg_ne_zero.2 hq) ((asymmetry_bounds j h).2.2.2.1 e)

/-- For zero angular momentum transfer with `T = 0` and `S` nonzero, the asymmetry is `2`. -/
theorem zero_transfer {S : ℂ} (hS : S ≠ 0) : asymmetry 0 S 0 = 2 :=
  (asymmetry_bounds 0 (Or.inl hS)).2.2.2.2 (by simp)

end

end FanoDillFavoured
```

```lean
#print axioms FanoDillFavoured.asymmetry_bounds
#print axioms FanoDillFavoured.asymmetry_range
#print axioms FanoDillFavoured.endpoints_need_interference
#print axioms FanoDillFavoured.zero_transfer
```

```
'FanoDillFavoured.asymmetry_bounds' depends on axioms: [propext, Classical.choice, Quot.sound]
'FanoDillFavoured.asymmetry_range' depends on axioms: [propext, Classical.choice, Quot.sound]
'FanoDillFavoured.endpoints_need_interference' depends on axioms: [propext, Classical.choice, Quot.sound]
'FanoDillFavoured.zero_transfer' depends on axioms: [propext, Classical.choice, Quot.sound]
```

## From the two squared moduli to the full interval

The combinations $U$ and $V$ are `parallelAmp` and `perpAmp`. The lemma `normSq_amps` expands their squared moduli by passing to real and imaginary parts. The two `linear_combination` steps then use $(\sqrt{j})^2=j$ and $(\sqrt{j+1})^2=j+1$, as in the expansion by hand.

`strength_pos` proves $D>0$ from whichever amplitude is nonzero. This allows `asymmetry_gaps` to multiply through by $D$, insert the expanded moduli and leave the comparison of coefficients to `ring`. The angular pattern follows in `angular_distribution` by adding $c^2$ times the first gap identity to $(1-c^2)/2$ times the second.

In `asymmetry_bounds`, the inequalities come from the nonnegativity of the two gaps. The auxiliary statement `z` says that $3|w|^2/D=0$ exactly when $w=0$. Applied to $U$ and $V$, it turns each endpoint value into the corresponding linear relation between the amplitudes, in both directions.

The proof of `asymmetry_range` shows two inclusions. One is the pair of bounds. For the other, `p`, `q`, `u` and `v` stand for $\sqrt{j}$, $\sqrt{j+1}$, $\sqrt{1+b}$ and $\sqrt{2-b}$, and the amplitudes are those constructed above. The step `hsum` computes $|S|^2+|T|^2$, which also shows that the amplitudes are not both zero, and `hU` computes $U$. The first gap identity then yields $\beta=b$, so $V$ need not be calculated.

The remaining results use the endpoint conditions. `endpoints_attained` and `zero_transfer` substitute particular amplitudes into them. `endpoints_need_interference` reads them in the other direction: its auxiliary statement `key` says that if $xS=yT$ with $x$ and $y$ nonzero, then neither amplitude can vanish alone. The assumption $j\ge1$ is used there to make $\sqrt{j}$ nonzero.
